# Unbiasing with bin constants within $d$ of the umbrella bias changes free-energy differences by at most $2d$

An umbrella bias is treated here as a function of the microstate, not of the bin, so it may vary among the configurations that a histogram puts together. The function used to remove the bias is then a separate input. Inserting the true bias $w$ gives the profile called exact here, meaning free of binning error, and inserting a function that is constant on each bin gives the binned one. Both profiles use the same biased weights $p$, so their difference is due to binning alone. If $p$ comes from a finite trajectory, both profiles still carry its sampling error.

The microstates form a finite set, every weight is positive, and the inverse temperature $\beta$ is positive. For a single umbrella window under these restrictions, the result tells a simulator how far a histogram-based unbiasing can be from a frame-by-frame one. Combining several windows is not treated.

## Microstates, bins and free energies

```lean
import Mathlib

open Finset

namespace UmbrellaBinningError

noncomputable section

variable {Ω B : Type*} [Fintype Ω] [DecidableEq B]
```

`Ω` is the finite set of microstates and `B` is the set of bin labels. Some labels may belong to no microstate.

```lean
/-- Unnormalised weight of bin `b` when the biased weights `p` are unbiased with the
function `v` at inverse temperature `β`. -/
def binWeight (p : Ω → ℝ) (β : ℝ) (v : Ω → ℝ) (ξ : Ω → B) (b : B) : ℝ :=
  ∑ x with ξ x = b, p x * Real.exp (β * v x)
```

The arguments are the biased weights $p$, the inverse temperature $\beta$, the unbiasing function $v$, the map $\xi$ from microstates to bins, and a bin $b$. The definition reads

$$W_v(b)=\sum_{x:\,\xi(x)=b} p(x)\,e^{\beta v(x)} .$$

The sign is the usual one. If the biased simulation samples $p\propto e^{-\beta(U+w)}$, where $U$ is the physical energy, then $p\,e^{\beta w}\propto e^{-\beta U}$. The file needs no formula for $p$, only its positivity.

In a program, `Ω` can be the list of recorded frames, with $p(x)=1$ for each. Then $W_w(b)$ adds $e^{\beta w(x)}$ for every frame in bin $b$, whereas a bin constant $c(b)$ gives the histogram count times $e^{\beta c(b)}$. The theorems below apply directly to these two estimates from one trajectory.

```lean
/-- Probability of bin `b` after unbiasing with the function `v`. -/
def binProb (p : Ω → ℝ) (β : ℝ) (v : Ω → ℝ) (ξ : Ω → B) (b : B) : ℝ :=
  binWeight p β v ξ b / ∑ x, p x * Real.exp (β * v x)
```

This is the normalised probability $P_v(b)=W_v(b)/Z_v$, with $Z_v=\sum_x p(x)e^{\beta v(x)}$ taken over all microstates. The weights $p$ need not sum to one, because a common factor cancels in the ratio.

```lean
/-- Free energy of bin `b` after unbiasing with the function `v`. -/
def freeEnergy (p : Ω → ℝ) (β : ℝ) (v : Ω → ℝ) (ξ : Ω → B) (b : B) : ℝ :=
  -(1 / β) * Real.log (binProb p β v ξ b)
```

The free energy is $F_v(b)=-\frac1\beta\log P_v(b)$. For a bin without microstates physics would say $+\infty$, but Lean sets $\log 0=0$. The theorems therefore speak only of occupied bins, a condition written `∃ x, ξ x = b`: some microstate $x$ lies in $b$.

## From probabilities to logarithms of bin weights

```lean
/-- A bin that contains a microstate has positive unbiased weight. -/
theorem binWeight_pos {p : Ω → ℝ} (hp : ∀ x, 0 < p x) (β : ℝ) (v : Ω → ℝ)
    {ξ : Ω → B} {b : B} (hb : ∃ x, ξ x = b) : 0 < binWeight p β v ξ b := by
  obtain ⟨x, hx⟩ := hb
  unfold binWeight
  exact Finset.sum_pos (fun y _ => mul_pos (hp y) (Real.exp_pos _)) ⟨x, by simp [hx]⟩
```

In the theorems of this file, the hypotheses stand in brackets after the theorem's name, and the conclusion follows the colon after these brackets. Here `hp` says that all weights are positive, `hb` says that the bin is occupied, and the conclusion is $W_v(b)>0$. Each term $p(x)e^{\beta v(x)}$ is positive and the sum has at least one term. `Finset.sum_pos` takes exactly these two facts.

```lean
/-- The normalisation cancels in the free-energy difference between two occupied bins. -/
theorem freeEnergy_sub {p : Ω → ℝ} (hp : ∀ x, 0 < p x) (β : ℝ) (v : Ω → ℝ)
    {ξ : Ω → B} {a b : B} (ha : ∃ x, ξ x = a) (hb : ∃ x, ξ x = b) :
    freeEnergy p β v ξ b - freeEnergy p β v ξ a =
      -(1 / β) * (Real.log (binWeight p β v ξ b) - Real.log (binWeight p β v ξ a)) := by
  have hWa := binWeight_pos hp β v ha
  have hWb := binWeight_pos hp β v hb
  obtain ⟨x, _⟩ := ha
  have hZ : 0 < ∑ x, p x * Real.exp (β * v x) :=
    Finset.sum_pos (fun y _ => mul_pos (hp y) (Real.exp_pos _)) ⟨x, Finset.mem_univ x⟩
  unfold freeEnergy binProb
  rw [Real.log_div hWb.ne' hZ.ne', Real.log_div hWa.ne' hZ.ne']
  ring
```

For two occupied bins $a$ and $b$,

$$F_v(b)-F_v(a)=-\tfrac1\beta\big[(\log W_v(b)-\log Z_v)-(\log W_v(a)-\log Z_v)\big]=-\tfrac1\beta\big[\log W_v(b)-\log W_v(a)\big].$$

The proof first establishes that $W_v(a)$, $W_v(b)$ and $Z_v$ are positive, which allows `Real.log_div` to split the logarithms of the quotients. The tactic `ring` then cancels $\log Z_v$. This matters because the exact and the binned unbiasing can have different normalisations, and neither has to be estimated.

## How much one bin can change

```lean
/-- If `v` exceeds `u` by at most `d` throughout an occupied bin, the logarithm of the bin
weight obtained with `v` exceeds the one obtained with `u` by at most `β d`. -/
theorem log_binWeight_le {p : Ω → ℝ} (hp : ∀ x, 0 < p x) {β d : ℝ} (hβ : 0 < β)
    (v u : Ω → ℝ) {ξ : Ω → B} {b : B} (hb : ∃ x, ξ x = b)
    (h : ∀ x, ξ x = b → v x ≤ u x + d) :
    Real.log (binWeight p β v ξ b) ≤ Real.log (binWeight p β u ξ b) + β * d := by
  -- compare the Boltzmann factors state by state
  have key : binWeight p β v ξ b ≤ binWeight p β u ξ b * Real.exp (β * d) := by
    unfold binWeight
    rw [Finset.sum_mul]
    apply Finset.sum_le_sum
    intro x hx
    have hx' : ξ x = b := by simpa using hx
    rw [mul_assoc, ← Real.exp_add]
    refine mul_le_mul_of_nonneg_left (Real.exp_le_exp.mpr ?_) (hp x).le
    have := mul_le_mul_of_nonneg_left (h x hx') hβ.le
    linarith
  calc Real.log (binWeight p β v ξ b)
      ≤ Real.log (binWeight p β u ξ b * Real.exp (β * d)) :=
        Real.log_le_log (binWeight_pos hp β v hb) key
    _ = Real.log (binWeight p β u ξ b) + β * d := by
        rw [Real.log_mul (binWeight_pos hp β u hb).ne' (Real.exp_ne_zero _), Real.log_exp]
```

Suppose that $v(x)\le u(x)+d$ for every microstate in the occupied bin $b$. Since $\beta>0$, multiplying by $\beta$ and exponentiating preserves the inequality:

$$p(x)e^{\beta v(x)}\le p(x)e^{\beta u(x)}\,e^{\beta d}.$$

Summing over the bin gives $W_v(b)\le W_u(b)\,e^{\beta d}$, and taking logarithms gives

$$\log W_v(b)\le\log W_u(b)+\beta d .$$

The intermediate inequality is called `key` in the proof. `Finset.sum_le_sum` reduces it to a single microstate, where `Real.exp_le_exp` compares the exponents. The `calc` block then takes the logarithm and splits the product.

## The bound for two bins

```lean
/-- Replacing the bias `w` by a bin constant `c` that lies within `d` of it changes the
free-energy difference between two occupied bins by at most `2 d`. -/
theorem binning_error_le {p : Ω → ℝ} (hp : ∀ x, 0 < p x) {β d : ℝ} (hβ : 0 < β)
    (w : Ω → ℝ) (ξ : Ω → B) (c : B → ℝ) (h : ∀ x, |w x - c (ξ x)| ≤ d)
    {a b : B} (ha : ∃ x, ξ x = a) (hb : ∃ x, ξ x = b) :
    |(freeEnergy p β (fun x => c (ξ x)) ξ b - freeEnergy p β (fun x => c (ξ x)) ξ a)
      - (freeEnergy p β w ξ b - freeEnergy p β w ξ a)| ≤ 2 * d := by
  have h1 : ∀ x, c (ξ x) ≤ w x + d := fun x => by linarith [(abs_le.mp (h x)).1]
  have h2 : ∀ x, w x ≤ c (ξ x) + d := fun x => by linarith [(abs_le.mp (h x)).2]
  -- two-sided control of the logarithmic weight in each of the two bins
  have a1 := log_binWeight_le hp hβ (fun x => c (ξ x)) w ha (fun x _ => h1 x)
  have a2 := log_binWeight_le hp hβ w (fun x => c (ξ x)) ha (fun x _ => h2 x)
  have b1 := log_binWeight_le hp hβ (fun x => c (ξ x)) w hb (fun x _ => h1 x)
  have b2 := log_binWeight_le hp hβ w (fun x => c (ξ x)) hb (fun x _ => h2 x)
  rw [freeEnergy_sub hp β _ ha hb, freeEnergy_sub hp β w ha hb]
  generalize Real.log (binWeight p β (fun x => c (ξ x)) ξ a) = A at *
  generalize Real.log (binWeight p β (fun x => c (ξ x)) ξ b) = C at *
  generalize Real.log (binWeight p β w ξ a) = A' at *
  generalize Real.log (binWeight p β w ξ b) = C' at *
  have e : -(1 / β) * (C - A) - -(1 / β) * (C' - A') = ((C' - A') - (C - A)) / β := by ring
  rw [e, abs_div, abs_of_pos hβ, div_le_iff₀ hβ, abs_le]
  constructor <;> linarith
```

The hypothesis `h` is $|w(x)-c(\xi(x))|\le d$ for every microstate. The expression `fun x => c (ξ x)` is the function that sends $x$ to the constant of its bin, in ordinary notation $c\circ\xi$. The conclusion is

$$\big|[F_{c\circ\xi}(b)-F_{c\circ\xi}(a)]-[F_w(b)-F_w(a)]\big|\le 2d .$$

By hand, write $A$ and $C$ for the logarithms of the binned weights of $a$ and $b$, and $A'$ and $C'$ for the exact ones. The previous result, used in both directions, gives $|A-A'|\le\beta d$ and $|C-C'|\le\beta d$. By the cancellation of the normalisation, the quantity inside the absolute value is

$$\frac{(C'-A')-(C-A)}{\beta}=\frac{(C'-C)+(A-A')}{\beta}.$$

Its absolute value is at most $(\beta d+\beta d)/\beta=2d$. The temperature has dropped out, and neither the number of microstates nor the shape of $p$ enters.

The Lean proof follows the same path. `h1` and `h2` are the two halves of the absolute-value hypothesis, and `a1`, `a2`, `b1` and `b2` are the four one-sided estimates. The `generalize` lines introduce the letters $A$, $C$, $A'$ and $C'$. After the denominator $\beta$ has been cleared, `linarith` combines the linear inequalities.

In the limiting case $d=0$ the bias is already constant on each bin, and the two free-energy differences agree exactly.

## Two states that reach the bound

```lean
/-- Two equally weighted states, each its own bin, with bias `(d, -d)` and bin constant
zero: the constant is within `d` of the bias and the error is exactly `2 d`. -/
theorem binning_error_sharp {β d : ℝ} (hβ : 0 < β) (hd : 0 ≤ d) :
    (∀ x : Fin 2, |(![d, -d] : Fin 2 → ℝ) x - 0| ≤ d) ∧
    |(freeEnergy (fun _ : Fin 2 => (1 / 2 : ℝ)) β (fun _ => 0) id (1 : Fin 2)
        - freeEnergy (fun _ : Fin 2 => (1 / 2 : ℝ)) β (fun _ => 0) id (0 : Fin 2))
      - (freeEnergy (fun _ : Fin 2 => (1 / 2 : ℝ)) β ![d, -d] id (1 : Fin 2)
        - freeEnergy (fun _ : Fin 2 => (1 / 2 : ℝ)) β ![d, -d] id (0 : Fin 2))| = 2 * d := by
  have hL : ∀ (v : Fin 2 → ℝ) (b : Fin 2),
      Real.log (binWeight (fun _ : Fin 2 => (1 / 2 : ℝ)) β v id b)
        = Real.log (1 / 2) + β * v b := by
    intro v b
    have hW : binWeight (fun _ : Fin 2 => (1 / 2 : ℝ)) β v id b
        = 1 / 2 * Real.exp (β * v b) := by
      simp [binWeight, Finset.sum_filter]
    rw [hW, Real.log_mul (by norm_num) (Real.exp_ne_zero _), Real.log_exp]
  -- with equal biased weights, F(1) - F(0) equals v 0 - v 1
  have hF : ∀ v : Fin 2 → ℝ,
      freeEnergy (fun _ : Fin 2 => (1 / 2 : ℝ)) β v id (1 : Fin 2)
        - freeEnergy (fun _ : Fin 2 => (1 / 2 : ℝ)) β v id (0 : Fin 2) = v 0 - v 1 := by
    intro v
    have hp : ∀ x : Fin 2, 0 < (fun _ : Fin 2 => (1 / 2 : ℝ)) x := fun _ => by norm_num
    rw [freeEnergy_sub (ξ := (id : Fin 2 → Fin 2)) (a := (0 : Fin 2)) (b := (1 : Fin 2))
      hp β v ⟨0, rfl⟩ ⟨1, rfl⟩, hL, hL]
    have hc : 1 / β * β = 1 := one_div_mul_cancel hβ.ne'
    linear_combination (v 0 - v 1) * hc
  constructor
  · intro x
    fin_cases x <;> simp [abs_of_nonneg hd]
  · rw [hF, hF]
    show |((0 : ℝ) - 0) - (d - -d)| = 2 * d
    have e : ((0 : ℝ) - 0) - (d - -d) = -(2 * d) := by ring
    rw [e, abs_neg, abs_of_nonneg (by linarith)]
```

`Fin 2` has the elements 0 and 1, and `![d, -d]` is the bias with $w(0)=d$ and $w(1)=-d$. The map $\xi$ is the identity `id`, so each state is its own bin. Both have biased weight $\tfrac12$, and the bin constant is zero.

For any unbiasing function $v$ we have $\log W_v(b)=\log\tfrac12+\beta v(b)$, hence

$$F_v(1)-F_v(0)=-\tfrac1\beta\,[\beta v(1)-\beta v(0)]=v(0)-v(1).$$

The exact difference is therefore $d-(-d)=2d$, while the binned difference is $0$. The error has absolute value $2d$, for every $\beta>0$ and $d\ge0$. The symbol `∧` joins this equality to the statement that the constant is within $d$ of the bias in both states.

In the proof, `hL` is the formula for the logarithm and `hF` the one for the free-energy difference. The errors of the two bins have opposite signs and add up in the difference. The example shows that the factor 2 is the best possible when nothing is known beyond the tolerance $d$. It does not show that well-chosen constants do this badly, since here $c=w$ would be exact.

## Midpoints of the bias range

```lean
/-- If the bias in each bin lies in an interval of width at most `δ`, unbiasing with the
interval midpoints changes free-energy differences between occupied bins by at most `δ`. -/
theorem midpoint_error_le {p : Ω → ℝ} (hp : ∀ x, 0 < p x) {β δ : ℝ} (hβ : 0 < β)
    (w : Ω → ℝ) (ξ : Ω → B) (lo hi : B → ℝ) (hlo : ∀ x, lo (ξ x) ≤ w x)
    (hhi : ∀ x, w x ≤ hi (ξ x)) (hδ : ∀ s, hi s - lo s ≤ δ)
    {a b : B} (ha : ∃ x, ξ x = a) (hb : ∃ x, ξ x = b) :
    |(freeEnergy p β (fun x => (lo (ξ x) + hi (ξ x)) / 2) ξ b
        - freeEnergy p β (fun x => (lo (ξ x) + hi (ξ x)) / 2) ξ a)
      - (freeEnergy p β w ξ b - freeEnergy p β w ξ a)| ≤ δ := by
  have h : ∀ x, |w x - (lo (ξ x) + hi (ξ x)) / 2| ≤ δ / 2 := by
    intro x
    rw [abs_le]
    constructor <;> linarith [hlo x, hhi x, hδ (ξ x)]
  have main := binning_error_le hp hβ w ξ (fun s => (lo s + hi s) / 2) h ha hb
  exact main.trans (by linarith)
```

Now the bias in each bin $s$ lies between $\mathrm{lo}(s)$ and $\mathrm{hi}(s)$, and these differ by at most $\delta$. Take the midpoint $m(s)=(\mathrm{lo}(s)+\mathrm{hi}(s))/2$ as the constant. For a microstate in bin $s$,

$$-\frac{\delta}{2}\le \mathrm{lo}(s)-m(s)\le w(x)-m(s)\le \mathrm{hi}(s)-m(s)\le\frac{\delta}{2}.$$

The previous bound applies with $d=\delta/2$ and gives an error of at most $\delta$. In Lean, `h` is this estimate and `main` is the application of `binning_error_le`.

For a harmonic restraint $\frac k2(q-q_0)^2$ along a coordinate $q$, consider a bin of width $\ell$ whose centre is at distance $r\ge \ell/2$ from $q_0$. The bias varies across it by

$$\tfrac k2\big[(r+\tfrac \ell2)^2-(r-\tfrac \ell2)^2\big]=k\,r\,\ell .$$

With $k=1000$ kJ mol⁻¹ nm⁻², $\ell=0.005$ nm and bins out to $r=0.2$ nm, one may take $\delta=1$ kJ/mol. Many codes would use the bias at the bin centre instead of the midpoint of its range. For the bins considered here the two differ by the same amount $k\ell^2/8$, which cancels in free-energy differences.

## The constant that makes a bin exact

```lean
/-- A bin constant reproduces the exact weight of an occupied bin if and only if it is the
exponential average of the bias over the biased weights in that bin. -/
theorem binWeight_exact_iff {p : Ω → ℝ} (hp : ∀ x, 0 < p x) {β : ℝ} (hβ : 0 < β)
    (w : Ω → ℝ) (ξ : Ω → B) (c : B → ℝ) {b : B} (hb : ∃ x, ξ x = b) :
    binWeight p β (fun x => c (ξ x)) ξ b = binWeight p β w ξ b ↔
      c b = 1 / β * Real.log (binWeight p β w ξ b / ∑ x with ξ x = b, p x) := by
  have hW := binWeight_pos hp β w hb
  have hP : 0 < ∑ x with ξ x = b, p x := by
    obtain ⟨x, hx⟩ := hb
    exact Finset.sum_pos (fun y _ => hp y) ⟨x, by simp [hx]⟩
  -- a constant bias factors out of the bin sum
  have hc : binWeight p β (fun x => c (ξ x)) ξ b
      = (∑ x with ξ x = b, p x) * Real.exp (β * c b) := by
    unfold binWeight
    rw [Finset.sum_mul]
    refine Finset.sum_congr rfl fun x hx => ?_
    have hx' : ξ x = b := by simpa using hx
    simp only [hx']
  rw [hc]
  constructor
  · intro h
    rw [← h, mul_div_cancel_left₀ _ hP.ne', Real.log_exp, ← mul_assoc,
      one_div_mul_cancel hβ.ne', one_mul]
  · intro h
    rw [h, ← mul_assoc, mul_one_div_cancel hβ.ne', one_mul, Real.exp_log (div_pos hW hP)]
    exact mul_div_cancel₀ _ hP.ne'

end

end UmbrellaBinningError
```

The symbol `↔` means "if and only if". The sum `∑ x with ξ x = b, p x` is the biased weight of the bin, written $P(b)$ here. The theorem says that $W_{c\circ\xi}(b)=W_w(b)$ holds exactly when

$$c(b)=\frac1\beta\log\frac{W_w(b)}{P(b)}=\frac1\beta\log\big\langle e^{\beta w}\big\rangle_b ,$$

where $\langle\cdot\rangle_b$ is the average over the microstates of bin $b$ with weights $p(x)/P(b)$.

On the bin, $c(\xi(x))=c(b)$ is constant, so its exponential factors out of the sum: $W_{c\circ\xi}(b)=P(b)\,e^{\beta c(b)}$. This is `hc` in the proof. Setting it equal to $W_w(b)$, dividing by $P(b)>0$ and taking the logarithm gives the formula. Exponentiating and multiplying by $P(b)$ leads back. The two bullets after `constructor` are these two directions.

If the bin holds a single microstate $x$, the average has one term and $c(b)=w(x)$. In a program, the exact constant requires the sum of $e^{\beta w(x)}$ over the frames of the bin, which is already the exact bin weight. Where the bias of each frame is available, adding up these factors directly removes the binning error without any constants.

```lean
#print axioms UmbrellaBinningError.binning_error_le
-- 'UmbrellaBinningError.binning_error_le' depends on axioms: [propext, Classical.choice, Quot.sound]
#print axioms UmbrellaBinningError.binning_error_sharp
-- 'UmbrellaBinningError.binning_error_sharp' depends on axioms: [propext, Classical.choice, Quot.sound]
#print axioms UmbrellaBinningError.midpoint_error_le
-- 'UmbrellaBinningError.midpoint_error_le' depends on axioms: [propext, Classical.choice, Quot.sound]
#print axioms UmbrellaBinningError.binWeight_exact_iff
-- 'UmbrellaBinningError.binWeight_exact_iff' depends on axioms: [propext, Classical.choice, Quot.sound]
```
